# The two-photon absorption shape \((2x-1)^{3/2}/(2x)^5\) has its maximum at \(x=5/7\)

Take the function \((y-1)/y^2\) for \(y\ge 1\). It is zero at \(y=1\), because the numerator vanishes there, and it goes to zero for large \(y\), because the denominator grows faster than the numerator. Its derivative is

\[
\frac{d}{dy}\,\frac{y-1}{y^2}=\frac{y^2-2y(y-1)}{y^4}=\frac{2-y}{y^3},
\]

and the only factor that can change sign is the linear one, \(2-y\). The function therefore rises up to \(y=2\), falls afterwards, and has the single maximum \(1/4\).

Absorption near the edge of a direct gap has the same structure with other exponents. Let \(E_g\) be the gap, \(\hbar\omega\) the photon energy and \(x=\hbar\omega/E_g\). When two equal photons are absorbed together, the total energy divided by the gap is \(y=2x\). For the two-photon absorption coefficient, the three-dimensional two-band model with parabolic bands, a constant interband momentum matrix element and a constant refractive index gives the shape

\[
F(x)=\frac{(2x-1)^{3/2}}{(2x)^5},\qquad x\ge \tfrac12 .
\]

For independent electrons in this two-band model, the position of the maximum of \(F\) gives a check on a numerically computed spectrum of this coefficient, and so does its height once the constant prefactor has been divided out.

```lean
import Mathlib

open Filter Topology Set

namespace TwoPhotonAbsorption

noncomputable section
```

## A family of shapes with two exponents

For real exponents \(p\) and \(q\), define

\[
S(y)=\frac{(y-1)^p}{y^q},\qquad y\ge 1 .
\]

The opening example is \(p=1\), \(q=2\). In Lean, \(S\) is `bandShape p q`. It is a function on all real numbers, and the theorems restrict \(y\) to the physical range where they need to. Energies are pure numbers in units of the gap, and a positive constant prefactor is left out, which affects neither the position of a maximum nor the monotonicity.

```lean
/-- Band-edge absorption shape `(y - 1)^p / y^q`, with `y` the total absorbed energy over the gap;
the physical range is `y ≥ 1`. -/
def bandShape (p q y : ℝ) : ℝ := (y - 1) ^ p / y ^ q
```

The candidate for the position of the maximum is

\[
y_*=\frac{q}{q-p}.
\]

The definition `peakEnergy` contains only this quotient. That it is the position of a maximum is proved further down.

```lean
/-- The energy `q / (q - p)`, in units of the gap, for exponents `p < q`. -/
def peakEnergy (p q : ℝ) : ℝ := q / (q - p)
```

The two-photon shape \(F\) is written out separately, so that its definition can be compared directly with the physical formula. Its exponents are postulated, and each stands for some physics. In \(3/2\), a part \(1/2\) comes from the joint density of states of parabolic bands in three dimensions, and a part \(1\) from a squared transition amplitude that grows as the square of the wave vector. The power \(5\) collects the frequency factors from the light field, the intermediate state and the absorbed energy. Excitons, non-parabolic bands and further bands are not in the model.

```lean
/-- Two-photon absorption shape `(2x - 1)^(3/2) / (2x)^5`, with `x` the photon energy over the gap;
the physical range is `x ≥ 1/2`. -/
def twoPhotonShape (x : ℝ) : ℝ := (2 * x - 1) ^ (3 / 2 : ℝ) / (2 * x) ^ 5
```

## The slope and its one change of sign

Let \(0<p<q\). Then \(q-p\) is positive and smaller than \(q\), so \(y_*=q/(q-p)>1\), and the candidate lies above the gap. The proof multiplies the inequality by the positive denominator, which leaves \(q-p<q\).

```lean
/-- For exponents `0 < p < q` the peak energy lies above the gap. -/
theorem one_lt_peakEnergy {p q : ℝ} (hp : 0 < p) (hpq : p < q) : 1 < peakEnergy p q := by
  unfold peakEnergy
  rw [lt_div_iff₀ (by linarith)]
  linarith
```

For \(y>1\), the quotient rule gives

\[
S'(y)=\frac{p(y-1)^{p-1}y^q-(y-1)^p\,q\,y^{q-1}}{y^{2q}} .
\]

Taking \((y-1)^{p-1}y^{q-1}\) out of the numerator leaves \(py-q(y-1)=q-(q-p)y\), and therefore

\[
S'(y)=\frac{(y-1)^{p-1}\,\bigl(q-(q-p)y\bigr)}{y^{q+1}} .
\]

The theorem `hasDerivAt_bandShape` states that \(S\) is differentiable at every \(y>1\) with this derivative, for any real \(p\) and \(q\). In the proof, `h2` and `h3` differentiate the two powers, and `h4` is the quotient rule. To bring the result into the factored form, the shifted powers are rewritten as \((y-1)^p/(y-1)\), \(y^q/y\) and \(y^q\,y\). The two remaining powers are then replaced by plain letters \(A\) and \(B\), after which `field_simp` and `ring` finish an identity between rational expressions.

```lean
/-- Slope of the absorption shape at an energy above the gap. -/
theorem hasDerivAt_bandShape (p q : ℝ) {y : ℝ} (hy : 1 < y) :
    HasDerivAt (bandShape p q)
      ((y - 1) ^ (p - 1) * (q - (q - p) * y) / y ^ (q + 1)) y := by
  have hy0 : y ≠ 0 := by linarith
  have hy1 : y - 1 ≠ 0 := by linarith
  have hB : y ^ q ≠ 0 := (Real.rpow_pos_of_pos (by linarith) q).ne'
  have h1 : HasDerivAt (fun t : ℝ => t - 1) 1 y := (hasDerivAt_id' y).sub_const 1
  have h2 : HasDerivAt (fun t : ℝ => (t - 1) ^ p) (1 * p * (y - 1) ^ (p - 1)) y :=
    h1.rpow_const (Or.inl hy1)
  have h3 : HasDerivAt (fun t : ℝ => t ^ q) (1 * q * y ^ (q - 1)) y :=
    (hasDerivAt_id' y).rpow_const (Or.inl hy0)
  have h4 : HasDerivAt (bandShape p q)
      ((1 * p * (y - 1) ^ (p - 1) * y ^ q - (y - 1) ^ p * (1 * q * y ^ (q - 1)))
        / (y ^ q) ^ 2) y := by
    have h := h2.fun_div h3 hB
    exact h
  refine h4.congr_deriv ?_
  -- express all powers through `(y - 1)^p` and `y^q`
  rw [Real.rpow_sub_one hy1 p, Real.rpow_sub_one hy0 q, Real.rpow_add_one hy0 q]
  generalize (y - 1) ^ p = A
  generalize y ^ q = B at hB ⊢
  field_simp
  ring
```

At the edge itself the derivative may fail to exist: for \(p=1/2\) the slope grows without bound as \(y\to1\). Continuity is enough there. For \(p>0\) the numerator \((y-1)^p\) is continuous down to \(y=1\), where it is zero, and the denominator is continuous and positive for \(y\ge1\). The quotient is therefore continuous on \([1,\infty)\), written `Ici 1` in Lean.

```lean
/-- The absorption shape is continuous from the band edge upwards. -/
theorem continuousOn_bandShape {p : ℝ} (hp : 0 < p) (q : ℝ) :
    ContinuousOn (bandShape p q) (Ici 1) := by
  have hpos : ∀ y ∈ Ici (1 : ℝ), 0 < y := fun y hy => lt_of_lt_of_le one_pos hy
  have hn : ContinuousOn (fun y : ℝ => (y - 1) ^ p) (Ici 1) :=
    (continuousOn_id.sub continuousOn_const).rpow_const (fun _ _ => Or.inr hp.le)
  have hd : ContinuousOn (fun y : ℝ => y ^ q) (Ici 1) :=
    continuousOn_id.rpow_const (fun y hy => Or.inl (hpos y hy).ne')
  exact hn.div hd (fun y hy => (Real.rpow_pos_of_pos (hpos y hy) q).ne')
```

Now the sign of the slope can be read off. For \(y>1\) the factors \((y-1)^{p-1}\) and \(y^{q+1}\) are positive, so \(S'(y)\) has the sign of \(q-(q-p)y\). This is positive for \(1<y<y_*\) and negative for \(y>y_*\). By the mean value theorem, a function that is continuous on an interval and has positive slope in its interior increases strictly on the whole interval, end points included. The same holds for negative slope and strict decrease. Hence \(S\) increases strictly on \([1,y_*]\) and decreases strictly on \([y_*,\infty)\).

In Lean these two statements are `StrictMonoOn` on `Icc 1 (peakEnergy p q)` and `StrictAntiOn` on `Ici (peakEnergy p q)`. The lemmas `strictMonoOn_of_deriv_pos` and `strictAntiOn_of_deriv_neg` play the part of the mean value theorem. In each half, `h2` is the inequality between \(y(q-p)\) and \(q\) that fixes the sign of the linear factor.

```lean
/-- The absorption rises strictly from the band edge to the peak energy and falls strictly
beyond it. -/
theorem bandShape_rise_and_fall {p q : ℝ} (hp : 0 < p) (hpq : p < q) :
    StrictMonoOn (bandShape p q) (Icc 1 (peakEnergy p q)) ∧
      StrictAntiOn (bandShape p q) (Ici (peakEnergy p q)) := by
  have hpk := one_lt_peakEnergy hp hpq
  have hqp : 0 < q - p := sub_pos.2 hpq
  constructor
  · refine strictMonoOn_of_deriv_pos (convex_Icc _ _)
      ((continuousOn_bandShape hp q).mono (fun y hy => hy.1)) ?_
    intro y hy
    rw [interior_Icc] at hy
    have h1 : 1 < y := hy.1
    have h2 : y * (q - p) < q := (lt_div_iff₀ hqp).1 hy.2
    rw [(hasDerivAt_bandShape p q h1).deriv]
    exact div_pos (mul_pos (Real.rpow_pos_of_pos (by linarith) _) (by nlinarith))
      (Real.rpow_pos_of_pos (by linarith) _)
  · refine strictAntiOn_of_deriv_neg (convex_Ici _)
      ((continuousOn_bandShape hp q).mono (fun y hy => hpk.le.trans hy)) ?_
    intro y hy
    rw [interior_Ici] at hy
    have h1 : 1 < y := hpk.trans hy
    have h2 : q < y * (q - p) := (div_lt_iff₀ hqp).1 hy
    rw [(hasDerivAt_bandShape p q h1).deriv]
    exact div_neg_of_neg_of_pos
      (mul_neg_of_pos_of_neg (Real.rpow_pos_of_pos (by linarith) _) (by nlinarith))
      (Real.rpow_pos_of_pos (by linarith) _)
```

## A single maximum, and decay at high energy

Let \(y\ge1\) and \(y\ne y_*\). If \(y<y_*\), both points lie on the rising branch, and \(S(y)<S(y_*)\). If \(y>y_*\), both lie on the falling branch, and again \(S(y)<S(y_*)\). The maximum on \(y\ge1\) is therefore attained at \(y_*\) and nowhere else. The proof makes the same distinction of two cases.

```lean
/-- At every energy from the band edge upwards other than the peak energy, the absorption is
strictly below its value at the peak energy. -/
theorem bandShape_lt_peak {p q y : ℝ} (hp : 0 < p) (hpq : p < q) (hy : 1 ≤ y)
    (hne : y ≠ peakEnergy p q) : bandShape p q y < bandShape p q (peakEnergy p q) := by
  obtain ⟨hm, ha⟩ := bandShape_rise_and_fall hp hpq
  rcases lt_or_gt_of_ne hne with h | h
  · exact hm ⟨hy, h.le⟩ ⟨(one_lt_peakEnergy hp hpq).le, le_rfl⟩ h
  · exact ha (mem_Ici.2 le_rfl) (mem_Ici.2 h.le) h
```

For the limit, let \(y\ge1\). Then \(0\le y-1\le y\), and since \(p>0\),

\[
0\le S(y)\le\frac{y^p}{y^q}=y^{-(q-p)} .
\]

The right-hand side tends to zero because \(q>p\), and \(S\) is squeezed between it and zero. In the statement, `atTop` means \(y\to\infty\) and `𝓝 0` means that the values approach zero. The lemma `squeeze_zero'` needs the two bounds only for sufficiently large \(y\), and each of the two bullets supplies one of them.

The condition \(p<q\) is needed. For \(p=q=1\) the shape is \((y-1)/y=1-1/y\), which increases strictly for all \(y\ge1\) and tends to \(1\). It has no maximum and does not decay.

```lean
/-- The absorption shape dies out at high energy. -/
theorem tendsto_bandShape {p q : ℝ} (hp : 0 < p) (hpq : p < q) :
    Tendsto (bandShape p q) atTop (𝓝 0) := by
  refine squeeze_zero' (g := fun y : ℝ => y ^ (-(q - p))) ?_ ?_
    (tendsto_rpow_neg_atTop (sub_pos.2 hpq))
  · filter_upwards [eventually_ge_atTop (1 : ℝ)] with y hy
    exact div_nonneg (Real.rpow_nonneg (by linarith) _) (Real.rpow_nonneg (by linarith) _)
  · filter_upwards [eventually_ge_atTop (1 : ℝ)] with y hy
    have hy0 : 0 < y := by linarith
    -- dropping the gap in the numerator leaves a pure power law
    have h : (y - 1) ^ p ≤ y ^ p := Real.rpow_le_rpow (by linarith) (by linarith) hp.le
    rw [neg_sub, Real.rpow_sub hy0]
    exact (div_le_div_iff_of_pos_right (Real.rpow_pos_of_pos hy0 q)).2 h
```

## Two photons: exponents \(3/2\) and \(5\)

With \(p=3/2\), \(q=5\) and \(y=2x\), the family gives

\[
F(x)=S(2x) .
\]

The only difference between the two sides in Lean is the type of the exponent \(5\), which is a natural number in `twoPhotonShape` and a real number in `bandShape`. The lemma `Real.rpow_natCast` identifies the two powers.

```lean
/-- The two-photon shape is the band-edge shape with exponents `3/2` and `5`, taken at twice the
photon energy. -/
theorem twoPhotonShape_eq (x : ℝ) : twoPhotonShape x = bandShape (3 / 2) 5 (2 * x) := by
  unfold twoPhotonShape bandShape
  rw [show (5 : ℝ) = ((5 : ℕ) : ℝ) by norm_num, Real.rpow_natCast]
```

The maximum of \(S\) lies at

\[
y_*=\frac{5}{5-\frac32}=\frac{10}{7},
\qquad\text{that is, at}\qquad x=\frac{y_*}{2}=\frac57 .
\]

This is below \(x=1\), so at the maximum a single photon does not have enough energy to cross the gap. Since \(x\mapsto2x\) is strictly increasing, it carries \([\tfrac12,\tfrac57]\) to \([1,\tfrac{10}7]\) and \([\tfrac57,\infty)\) to \([\tfrac{10}7,\infty)\), and the monotonicity of \(S\) passes to \(F\). At the edge, \(F(\tfrac12)=0^{3/2}/1=0\). At the maximum, \(2x-1=3/7\) and \(2x=10/7\), so

\[
F\!\left(\tfrac57\right)=\frac{(3/7)^{3/2}}{(10/7)^5}
=\left(\tfrac37\right)^{3/2}\left(\tfrac7{10}\right)^5\approx0.047 .
\]

The theorem `twoPhotonShape_profile` joins six statements: the zero at \(x=1/2\), the strict rise on \([\tfrac12,\tfrac57]\), the strict fall on \([\tfrac57,\infty)\), the limit zero, the exact height, and the strict inequality \(F(x)<F(5/7)\) for every other \(x\ge1/2\). The six bullets of the proof follow this order. The first and fifth evaluate \(F\) directly, and the others apply the results for \(S\) at \(2x\). The limit describes the formula; a real crystal leaves the range of parabolic bands long before \(x\to\infty\).

For \(x<1/2\) two photons cannot bridge the gap, and \((2x-1)^{3/2}\) is not a real number. Lean still assigns a value there: Mathlib defines \(b^r\) for \(b<0\) as \(|b|^r\cos(\pi r)\), and \(\cos(3\pi/2)=0\), so `twoPhotonShape` is zero for \(x<1/2\). Since \(F(5/7)>0\), the maximum is also the unique one over all real \(x\). The last statement keeps the condition \(1/2\le x\) and so does not rely on this convention.

```lean
/-- Two-photon absorption vanishes at half the gap, rises strictly up to `5/7` of the gap, falls
strictly to zero beyond it, and has its unique maximum on `x ≥ 1/2` there, with the value
`(3/7)^(3/2) (7/10)^5`. -/
theorem twoPhotonShape_profile :
    twoPhotonShape (1 / 2) = 0 ∧
    StrictMonoOn twoPhotonShape (Icc (1 / 2) (5 / 7)) ∧
    StrictAntiOn twoPhotonShape (Ici (5 / 7)) ∧
    Tendsto twoPhotonShape atTop (𝓝 0) ∧
    twoPhotonShape (5 / 7) = (3 / 7 : ℝ) ^ (3 / 2 : ℝ) * (7 / 10) ^ 5 ∧
    ∀ x, 1 / 2 ≤ x → x ≠ 5 / 7 → twoPhotonShape x < twoPhotonShape (5 / 7) := by
  have hp : (0 : ℝ) < 3 / 2 := by norm_num
  have hpq : (3 / 2 : ℝ) < 5 := by norm_num
  have hpk : peakEnergy (3 / 2) 5 = 10 / 7 := by norm_num [peakEnergy]
  obtain ⟨hm, ha⟩ := bandShape_rise_and_fall hp hpq
  rw [hpk] at hm ha
  refine ⟨?_, ?_, ?_, ?_, ?_, ?_⟩
  · rw [twoPhotonShape, show (2 * (1 / 2 : ℝ) - 1) = 0 by norm_num,
      Real.zero_rpow (by norm_num), zero_div]
  · intro a ha' b hb hab
    rw [twoPhotonShape_eq a, twoPhotonShape_eq b]
    exact hm ⟨by linarith [ha'.1], by linarith [ha'.2]⟩
      ⟨by linarith [hb.1], by linarith [hb.2]⟩ (by linarith)
  · intro a ha' b hb hab
    have h1 : 5 / 7 ≤ a := ha'
    have h2 : 5 / 7 ≤ b := hb
    rw [twoPhotonShape_eq a, twoPhotonShape_eq b]
    exact ha (mem_Ici.2 (by linarith)) (mem_Ici.2 (by linarith)) (by linarith)
  · have h2 : Tendsto (fun x : ℝ => 2 * x) atTop atTop :=
      tendsto_id.const_mul_atTop (by norm_num)
    exact ((tendsto_bandShape hp hpq).comp h2).congr (fun x => (twoPhotonShape_eq x).symm)
  · rw [twoPhotonShape, show (2 * (5 / 7 : ℝ) - 1) = 3 / 7 by norm_num,
      show (7 / 10 : ℝ) ^ 5 = ((2 * (5 / 7)) ^ 5)⁻¹ by norm_num]
    exact div_eq_mul_inv _ _
  · intro x hx hne
    have h := bandShape_lt_peak (y := 2 * x) hp hpq (by linarith)
      (by rw [hpk]; intro h; exact hne (by linarith))
    rw [hpk] at h
    rw [twoPhotonShape_eq x, twoPhotonShape_eq (5 / 7),
      show (2 * (5 / 7 : ℝ)) = 10 / 7 by norm_num]
    exact h
```

## One photon: exponents \(1/2\) and \(2\)

For a single photon, \(y\) is the photon energy over the gap. With parabolic bands in three dimensions and a constant momentum matrix element, the imaginary part of the dielectric function has the shape \(\sqrt{y-1}/y^2\), which is \(S\) with \(p=1/2\) and \(q=2\). Its maximum lies at

\[
y_*=\frac{2}{2-\frac12}=\frac43 .
\]

This is the maximum of the imaginary part of the dielectric function. The one-photon absorption coefficient at constant refractive index has one more factor \(y\), so that \(q=1\), and its maximum lies at \(y=2\).

The theorem `onePhoton_lt_peak` states for the shape \(\sqrt{y-1}/y^2\) that every \(y\ge1\) other than \(4/3\) gives a strictly smaller value. In the proof, `e` rewrites the square root as the power \(1/2\) and so identifies the shape with `bandShape (1 / 2) 2`; the general inequality `bandShape_lt_peak` then applies.

```lean
/-- The one-photon shape `√(y - 1) / y²`, with `y` the photon energy over the gap, has its unique
maximum on `y ≥ 1` at `y = 4/3`. -/
theorem onePhoton_lt_peak {y : ℝ} (hy : 1 ≤ y) (hne : y ≠ 4 / 3) :
    √(y - 1) / y ^ 2 < √(4 / 3 - 1) / (4 / 3) ^ 2 := by
  have e : ∀ t : ℝ, √(t - 1) / t ^ 2 = bandShape (1 / 2) 2 t := by
    intro t
    rw [bandShape, Real.sqrt_eq_rpow, Real.rpow_two]
  have hpk : peakEnergy (1 / 2) 2 = 4 / 3 := by norm_num [peakEnergy]
  have h := bandShape_lt_peak (p := 1 / 2) (q := 2) (by norm_num) (by norm_num) hy
    (by rw [hpk]; exact hne)
  rw [hpk] at h
  rw [e y, e (4 / 3)]
  exact h

end

end TwoPhotonAbsorption
```

```lean
#print axioms TwoPhotonAbsorption.twoPhotonShape_profile
#print axioms TwoPhotonAbsorption.onePhoton_lt_peak
```

```
'TwoPhotonAbsorption.twoPhotonShape_profile' depends on axioms: [propext, Classical.choice, Quot.sound]
'TwoPhotonAbsorption.onePhoton_lt_peak' depends on axioms: [propext, Classical.choice, Quot.sound]
```
